# Coulson's integral: the sum of |eigenvalues| of a Hermitian matrix from its Green's matrix at imaginary energy

A: Let \(H\) be a Hermitian \(n\times n\) matrix with eigenvalues \(l_k\), and let \(G(z)=(z-H)^{-1}\). Then \(y\mapsto n+y\,\mathrm{Im}\,\mathrm{tr}\,G(iy)\) is integrable on \((0,\infty)\), and
\[
\frac{2}{\pi}\int_0^\infty \bigl[n+y\,\mathrm{Im}\,\mathrm{tr}\,G(iy)\bigr]\,dy=\sum_k |l_k| .
\]

Q: What is \(H\) in the Lean file? I see only an index type.

A: The finite type `ι` labels the sites, or any orthonormal basis of one-electron states, and \(H\) is a complex matrix over it.

```lean
import Mathlib

open MeasureTheory Set Filter Topology

namespace CoulsonIntegral

noncomputable section

variable {ι : Type*} [Fintype ι] [DecidableEq ι]
```

Q: And the Green's matrix?

A: It is the ordinary matrix inverse, with no self-energy and no infinitesimal broadening.

```lean
/-- The Green's matrix `G(z) = (z - H)⁻¹`, for `z` not an eigenvalue of `H`. -/
def green (H : Matrix ι ι ℂ) (z : ℂ) : Matrix ι ι ℂ :=
  (z • (1 : Matrix ι ι ℂ) - H)⁻¹
```

Q: Why add \(n\) to the integrand?

A: At large \(y\), \(G(iy)\approx 1/(iy)\), so \(y\,\mathrm{Im}\,\mathrm{tr}\,G(iy)\to -n\). Without the added \(n\), the integral would diverge for \(n\ge1\). In Lean, \(n\) is `Fintype.card ι`.

```lean
/-- Coulson's integrand `n + y Im tr G(iy)` for a system of `n` sites, where `iy` is not an
eigenvalue of `H`. -/
def coulsonIntegrand (H : Matrix ι ι ℂ) (y : ℝ) : ℝ :=
  (Fintype.card ι : ℝ) + y * (green H (Complex.I * y)).trace.im
```

Q: How do the energy levels enter?

A: Let \(U\) be the unitary matrix of eigenvectors, so \(HU=U\,\mathrm{diag}(l_k)\). Then \((z-H)U=U\,\mathrm{diag}(z-l_k)\). If \(z\) is not an eigenvalue,
\[
G(z)=U\,\mathrm{diag}\!\left(\frac1{z-l_k}\right)U^\dagger,\qquad
\mathrm{tr}\,G(z)=\sum_k\frac1{z-l_k},
\]
by cyclicity of the trace and \(U^\dagger U=1\). The levels are `hH.eigenvalues k`, real and counted with multiplicity. In the proof, `hzU` is the diagonalisation, and `hG` checks that the spectral form is a right inverse of \(z-H\), which suffices for a square matrix.

```lean
/-- Away from the spectrum, the trace of the Green's matrix is the sum of the simple poles
`1 / (z - l_k)` over the energy levels. -/
theorem trace_green {H : Matrix ι ι ℂ} (hH : H.IsHermitian) {z : ℂ}
    (hz : ∀ k, z ≠ (hH.eigenvalues k : ℂ)) :
    (green H z).trace = ∑ k, (z - (hH.eigenvalues k : ℂ))⁻¹ := by
  -- the unitary matrix whose columns are the eigenvectors
  obtain ⟨U, hU, hU', hHU⟩ : ∃ U : Matrix ι ι ℂ, U * star U = 1 ∧ star U * U = 1 ∧
      H * U = U * Matrix.diagonal (fun k => (hH.eigenvalues k : ℂ)) := by
    refine ⟨hH.eigenvectorUnitary, Matrix.mem_unitaryGroup_iff.mp hH.eigenvectorUnitary.2,
      Matrix.mem_unitaryGroup_iff'.mp hH.eigenvectorUnitary.2, ?_⟩
    ext i j
    have h := congrFun (hH.mulVec_eigenvectorBasis j) i
    rw [Matrix.mul_diagonal]
    simpa [Matrix.mul_apply, Matrix.mulVec, dotProduct,
      Matrix.IsHermitian.eigenvectorUnitary_apply, mul_comm] using h
  have hzU : (z • (1 : Matrix ι ι ℂ) - H) * U
      = U * Matrix.diagonal (fun k => z - (hH.eigenvalues k : ℂ)) := by
    rw [sub_mul, hHU, Matrix.smul_mul, one_mul]
    ext i j
    simp only [Matrix.sub_apply, Matrix.smul_apply, Matrix.mul_diagonal, smul_eq_mul]
    ring
  have hD : Matrix.diagonal (fun k => z - (hH.eigenvalues k : ℂ))
      * Matrix.diagonal (fun k => (z - (hH.eigenvalues k : ℂ))⁻¹) = 1 := by
    rw [Matrix.diagonal_mul_diagonal, ← Matrix.diagonal_one]
    exact congrArg Matrix.diagonal
      (funext fun k => mul_inv_cancel₀ (sub_ne_zero.mpr (hz k)))
  -- the resolvent in its spectral form
  have hG : green H z
      = U * Matrix.diagonal (fun k => (z - (hH.eigenvalues k : ℂ))⁻¹) * star U := by
    apply Matrix.inv_eq_right_inv
    rw [← Matrix.mul_assoc, ← Matrix.mul_assoc, hzU, Matrix.mul_assoc U, hD, mul_one, hU]
  rw [hG, Matrix.trace_mul_comm, ← Matrix.mul_assoc, hU', one_mul, Matrix.trace_diagonal]
```

Q: Suppose \(H\) has a zero mode. Doesn't \(G(iy)\) blow up?

A: Only at \(y=0\), which the open interval excludes. For \(y>0\), \(iy\) is never a real eigenvalue; `hz` shows this by comparing imaginary parts. Then
\[
\frac1{iy-l_k}=\frac{-l_k-iy}{y^2+l_k^2},\qquad
1+y\,\mathrm{Im}\frac1{iy-l_k}=1-\frac{y^2}{y^2+l_k^2}=\frac{l_k^2}{y^2+l_k^2}.
\]
Lean writes \(n\) as a sum of ones, so that each level receives its own 1, and then does this algebra term by term.

```lean
/-- At `y > 0` Coulson's integrand is a sum of Lorentzians `l_k² / (y² + l_k²)`, one for each
energy level. -/
theorem coulsonIntegrand_eq_sum {H : Matrix ι ι ℂ} (hH : H.IsHermitian) {y : ℝ}
    (hy : 0 < y) :
    coulsonIntegrand H y
      = ∑ k, hH.eigenvalues k ^ 2 / (y ^ 2 + hH.eigenvalues k ^ 2) := by
  have hz : ∀ k, Complex.I * (y : ℂ) ≠ (hH.eigenvalues k : ℂ) := by
    intro k h
    have him := congrArg Complex.im h
    simp at him
    exact hy.ne' him
  have hcard : (Fintype.card ι : ℝ) = ∑ _k : ι, (1 : ℝ) := by simp
  rw [coulsonIntegrand, trace_green hH hz, Complex.im_sum, Finset.mul_sum, hcard,
    ← Finset.sum_add_distrib]
  refine Finset.sum_congr rfl fun k _ => ?_
  generalize hH.eigenvalues k = l
  have hn : Complex.normSq (Complex.I * (y : ℂ) - (l : ℂ)) = y ^ 2 + l ^ 2 := by
    simp [Complex.normSq_apply]
    ring
  have hi : (Complex.I * (y : ℂ) - (l : ℂ)).im = y := by simp
  have hpos : y ^ 2 + l ^ 2 ≠ 0 := by positivity
  have h1 : (y ^ 2 + l ^ 2) / (y ^ 2 + l ^ 2) = 1 := div_self hpos
  rw [Complex.inv_im, hn, hi]
  linear_combination (-1 : ℝ) * h1
```

Q: Where does the absolute value come from?

A: From the width of the Lorentzian. For \(l\neq0\) put \(a=|l|\). Then
\[
\frac{d}{dy}\,a\arctan\frac ya=\frac{1}{1+y^2/a^2}=\frac{a^2}{y^2+a^2},
\]
and the antiderivative rises from 0 at \(y=0\) to \(\pi a/2\) at infinity. For \(l=0\) the integrand vanishes, as does \(|l|\). In Lean, `hderiv` is the derivative and `hlim` the limit. Since the integrand is non-negative, the finite limit also gives integrability.

```lean
/-- For a single level `l`, the Lorentzian `l² / (y² + l²)` is integrable over `y > 0` and its
integral is `(π/2) |l|`. -/
theorem single_level_integral (l : ℝ) :
    IntegrableOn (fun y : ℝ => l ^ 2 / (y ^ 2 + l ^ 2)) (Ioi 0) ∧
      ∫ y in Ioi (0 : ℝ), l ^ 2 / (y ^ 2 + l ^ 2) = Real.pi / 2 * |l| := by
  rcases eq_or_ne l 0 with rfl | hl
  · simp
  rw [← sq_abs l]
  have ha : 0 < |l| := abs_pos.mpr hl
  generalize |l| = a at ha ⊢
  -- the antiderivative is `a arctan (y / a)`
  have hderiv : ∀ y ∈ Ici (0 : ℝ),
      HasDerivAt (fun y : ℝ => a * Real.arctan (y / a)) (a ^ 2 / (y ^ 2 + a ^ 2)) y := by
    intro y _
    have h := (((hasDerivAt_id' y).div_const a).arctan).const_mul a
    refine h.congr_deriv ?_
    have h1 : 1 + (y / a) ^ 2 = (y ^ 2 + a ^ 2) / a ^ 2 := by
      rw [add_div, div_self (pow_ne_zero 2 ha.ne'), div_pow, add_comm]
    rw [h1, one_div_div]
    linear_combination (a ^ 2 / (y ^ 2 + a ^ 2)) * mul_one_div_cancel ha.ne'
  have hnonneg : ∀ y ∈ Ioi (0 : ℝ), 0 ≤ a ^ 2 / (y ^ 2 + a ^ 2) := by
    intro y _
    positivity
  have hlim : Tendsto (fun y : ℝ => a * Real.arctan (y / a)) atTop
      (𝓝 (a * (Real.pi / 2))) :=
    ((tendsto_nhds_of_tendsto_nhdsWithin Real.tendsto_arctan_atTop).comp
      (tendsto_id.atTop_div_const ha)).const_mul a
  refine ⟨integrableOn_Ioi_deriv_of_nonneg' hderiv hnonneg hlim, ?_⟩
  rw [integral_Ioi_of_hasDerivAt_of_nonneg' hderiv hnonneg hlim, zero_div, Real.arctan_zero]
  ring
```

Q: Why does the theorem state integrability separately?

A: Lean assigns the value 0 to the integral of a non-integrable function, so when every level is zero the equation alone would not show integrability. If some level is non-zero, the equation does imply it, but stating it separately covers all cases openly. The rest is a finite sum:
\[
\frac2\pi\sum_k\frac\pi2|l_k|=\sum_k|l_k| .
\]
The proof replaces the integrand by the Lorentzians on \(y>0\), using `heq`, and exchanges sum and integral.

```lean
/-- **Coulson's integral formula.** For a Hermitian matrix `H`, the function
`n + y Im tr G(iy)` is integrable over `y > 0`, and `2/π` times its integral is the sum of the
absolute values of the eigenvalues. -/
theorem coulson_integral {H : Matrix ι ι ℂ} (hH : H.IsHermitian) :
    IntegrableOn (coulsonIntegrand H) (Ioi 0) ∧
      2 / Real.pi * ∫ y in Ioi (0 : ℝ), coulsonIntegrand H y
        = ∑ k, |hH.eigenvalues k| := by
  have heq : EqOn (coulsonIntegrand H)
      (fun y => ∑ k, hH.eigenvalues k ^ 2 / (y ^ 2 + hH.eigenvalues k ^ 2)) (Ioi 0) :=
    fun y hy => coulsonIntegrand_eq_sum hH hy
  constructor
  · refine IntegrableOn.congr_fun ?_ heq.symm measurableSet_Ioi
    exact integrable_finsetSum _ fun k _ => (single_level_integral (hH.eigenvalues k)).1
  · -- integrate level by level
    rw [setIntegral_congr_fun measurableSet_Ioi heq,
      integral_finsetSum _ fun k _ => (single_level_integral (hH.eigenvalues k)).1,
      Finset.mul_sum]
    refine Finset.sum_congr rfl fun k _ => ?_
    have hpi : Real.pi ≠ 0 := Real.pi_ne_zero
    have hc : 2 / Real.pi * (Real.pi / 2) = 1 := by field_simp
    rw [(single_level_integral (hH.eigenvalues k)).2, ← mul_assoc, hc, one_mul]
```

Q: Does Hermiticity matter, beyond making the levels real?

A: No. For any square matrix, \(\mathrm{tr}\,G(z)\) is the sum of \(1/(z-l_k)\) over the eigenvalues, counted with algebraic multiplicity, so real eigenvalues are enough for the formula. The Lean theorem covers only the Hermitian case. With complex eigenvalues, integrability itself can fail. Take the \(1\times1\) matrix \(H=(-i)\), a purely decaying level. Then \(G(iy)=1/(i(y+1))\), and the integrand is \(1-y/(y+1)=1/(y+1)\), whose integral diverges logarithmically.

Q: A sum of absolute values is not an energy. Where are the electrons?

A: Put two in every negative level. Since \(2\min(l,0)=l-|l|\) for either sign of \(l\), summing gives
\[
2\sum_k\min(l_k,0)=\mathrm{tr}\,H-\frac2\pi\int_0^\infty\bigl[n+y\,\mathrm{Im}\,\mathrm{tr}\,G(iy)\bigr]dy .
\]
So for non-interacting electrons in a finite orthonormal basis, as in Hückel or tight-binding models, this energy can be computed from the Green's matrix without diagonalising \(H\). Neither a zero trace nor a spectrum paired about zero is assumed.

Q: At which filling and temperature?

A: The chemical potential sits at the zero of energy: levels below it are filled, levels above it are empty, and electrons in a level exactly at zero don't change the energy. You don't prescribe the electron number. The occupations are those of zero temperature, and \(y\) is continuous, so this is not a Matsubara sum. The Lean proof writes the trace as the sum of the levels and then treats the two signs of each level separately.

```lean
/-- The energy of independent electrons with every negative level doubly occupied and all other
levels empty is the trace of `H` minus `2/π` times Coulson's integral. -/
theorem closed_shell_energy {H : Matrix ι ι ℂ} (hH : H.IsHermitian) :
    2 * ∑ k, min (hH.eigenvalues k) 0
      = H.trace.re - 2 / Real.pi * ∫ y in Ioi (0 : ℝ), coulsonIntegrand H y := by
  have htr : H.trace.re = ∑ k, hH.eigenvalues k := by
    rw [hH.trace_eq_sum_eigenvalues, Complex.re_sum]
    exact Finset.sum_congr rfl fun k _ => Complex.ofReal_re _
  rw [(coulson_integral hH).2, htr, ← Finset.sum_sub_distrib, Finset.mul_sum]
  refine Finset.sum_congr rfl fun k _ => ?_
  -- twice the negative part of a level is `l - |l|`
  rcases le_total (hH.eigenvalues k) 0 with h | h
  · rw [min_eq_left h, abs_of_nonpos h]
    ring
  · rw [min_eq_right h, abs_of_nonneg h]
    ring

end

end CoulsonIntegral
```

```lean
#print axioms CoulsonIntegral.coulson_integral
#print axioms CoulsonIntegral.closed_shell_energy
```

```
'CoulsonIntegral.coulson_integral' depends on axioms: [propext, Classical.choice, Quot.sound]
'CoulsonIntegral.closed_shell_energy' depends on axioms: [propext, Classical.choice, Quot.sound]
```
